# Two (111) layers of fcc coincide in projection along [111] exactly when their numbers differ by a multiple of three

**Q.** When I build a bulk fcc cell with its \(c\) axis exactly along [111], I stack three layers, or six, or nine, and close the cell periodically. With four layers the top would not match the bottom. What precisely has been proved about that?

**A.** That two layers lie over the same points of the (111) plane if and only if their layer numbers differ by a multiple of three. For an ideal, unrelaxed crystal, this fixes the layer counts with which such a simulation cell can close.

Take a cubic lattice constant of 2. The fcc sites are then the integer triples \(v=(v_0,v_1,v_2)\) with even coordinate sum, and layer \(k\), for any integer \(k\), is

\[
L_k=\{v\in\mathbb Z^3 : v_0+v_1+v_2=2k\}.
\]

**Q.** Show me the argument by hand before any code.

**A.** The orthogonal projection of a real vector \(x\) onto the plane of zero coordinate sum removes its component along \((1,1,1)\):

\[
P(x)_i = x_i-\tfrac13(x_0+x_1+x_2),\qquad i=0,1,2.
\]

Take \(v\in L_j\) and \(w\in L_k\). Their coordinate sums are \(2j\) and \(2k\), so \(P(v)=P(w)\) means \(v_i-\tfrac{2j}{3}=w_i-\tfrac{2k}{3}\) for every \(i\), or

\[
3(v_i-w_i)=2(j-k)\quad\text{for every } i.
\]

The left side is a multiple of 3. Hence 3 divides \(2(j-k)\), and since 3 and 2 have no common factor, 3 divides \(j-k\). A single shared projected point is enough for this conclusion.

Conversely, let \(j-k=3m\) with \(m\) an integer. For \(v\in L_j\), put \(w=v-2m(1,1,1)\). Its coordinate sum is \(2j-6m=2k\), so \(w\in L_k\), and \(P(w)=P(v)\) because we moved along [111]. Every projected point of \(L_j\) is therefore one of \(L_k\). Exchanging \(j\) and \(k\) gives the reverse inclusion, so the projections are equal.

Finally, \(L_j\) contains \((2j,0,0)\), so no projection is empty. Equal projections thus share a point, which forces 3 to divide \(j-k\). If 3 does not divide \(j-k\), the projections have no point in common.

**Q.** What does that say in the smallest cases?

**A.** For \(j=k\) the difference is 0, which 3 divides, and the statement is trivial. For neighbouring layers, ask which site of \(L_1\) lies above the origin: it would need \(3w_i=2\), which no integer satisfies. In \(L_3\) the site \((2,2,2)\) does lie above the origin, one body diagonal of the cubic cell away.

**Q.** Now the formal version. Is its lattice really fcc, or just something with that name?

**A.** It is the set I described. The type `Fin 3 → ℤ` holds integer triples indexed by 0, 1, 2.

In Lean 4 with Mathlib:

```lean
import Mathlib

namespace FccLayerSequence

noncomputable section

/-- The fcc lattice: integer triples with even coordinate sum. -/
def fcc : Set (Fin 3 → ℤ) := {v | Even (v 0 + v 1 + v 2)}
```

The layers are defined separately, by their coordinate sum.

```lean
/-- The (111) layer number `k`: integer triples with coordinate sum `2k`. -/
def layer (k : ℤ) : Set (Fin 3 → ℤ) := {v | v 0 + v 1 + v 2 = 2 * k}
```

**Q.** Integer triples cannot be projected onto that plane without fractions.

**A.** So `site` first turns a triple into a real position, and `proj111` is the map \(P\) above.

```lean
/-- The position in real space of an integer triple. -/
def site (v : Fin 3 → ℤ) : Fin 3 → ℝ := fun i => (v i : ℝ)

/-- Projection along the [111] direction onto the plane `x + y + z = 0`. -/
def proj111 (x : Fin 3 → ℝ) : Fin 3 → ℝ := fun i => x i - (x 0 + x 1 + x 2) / 3
```

The projected layer is the image of all its sites. The notation `''` means the image of a set under a function.

```lean
/-- The projection of the whole layer `k` onto the plane `x + y + z = 0`. -/
def shadow (k : ℤ) : Set (Fin 3 → ℝ) := (fun v => proj111 (site v)) '' layer k
```

**Q.** I see two definitions, `fcc` and `layer`, that never refer to each other. Could the layers miss part of the crystal?

**A.** No. An integer is even exactly when it equals \(2k\) for some integer \(k\), so the union of all layers is the whole lattice. The proof unfolds both sides to that equivalence.

```lean
/-- The fcc lattice is the union of its (111) layers. -/
theorem fcc_eq_iUnion_layer : fcc = ⋃ k, layer k := by
  ext v
  simp only [fcc, layer, Set.mem_iUnion, Set.mem_ofPred_eq, even_iff_exists_two_mul]
```

**Q.** And `proj111` is a formula. Who says that it is the orthogonal projection?

**A.** The next theorem does, through the defining property: \(p=P(x)\) if and only if \(p\) lies in the plane and \(x-p\) is orthogonal to every vector \(y\) of the plane. Orthogonality is expressed by `dotProduct`, the ordinary Euclidean one.

In one direction, \(x-P(x)\) has all three coordinates equal to \(\tfrac13(x_0+x_1+x_2)\), so its product with \(y\) is that number times \(y_0+y_1+y_2=0\). This is the `linear_combination` step. In the other direction, testing with \((1,-1,0)\) and \((0,1,-1)\) shows that the three coordinates of \(x-p\) are equal. As \(p\) has zero sum, each of them must be \(\tfrac13(x_0+x_1+x_2)\), which determines \(p\).

```lean
/-- `proj111 x` is the one point `p` of the plane `x + y + z = 0` for which `x - p` is
orthogonal to every vector of that plane. -/
theorem eq_proj111_iff (x p : Fin 3 → ℝ) :
    p = proj111 x ↔ p 0 + p 1 + p 2 = 0 ∧
      ∀ y : Fin 3 → ℝ, y 0 + y 1 + y 2 = 0 → dotProduct (x - p) y = 0 := by
  constructor
  · rintro rfl
    refine ⟨by simp only [proj111]; ring, fun y hy => ?_⟩
    simp only [dotProduct, Fin.sum_univ_three, Pi.sub_apply, proj111]
    linear_combination ((x 0 + x 1 + x 2) / 3) * hy
  · rintro ⟨hp, h⟩
    -- two independent vectors of the plane fix the point
    have h1 := h ![1, -1, 0] (by simp)
    have h2 := h ![0, 1, -1] (by simp)
    simp [dotProduct, Fin.sum_univ_three] at h1 h2
    have e0 : p 0 = x 0 - (x 0 + x 1 + x 2) / 3 := by linarith
    have e1 : p 1 = x 1 - (x 0 + x 1 + x 2) / 3 := by linarith
    have e2 : p 2 = x 2 - (x 0 + x 1 + x 2) / 3 := by linarith
    ext i
    fin_cases i
    exacts [e0, e1, e2]
```

**Q.** Then the coordinate criterion should come next.

**A.** It does, as an equivalence for given sites `v` of layer `j` and `w` of layer `k`. The projection is an equation between real numbers, while the divisibility argument needs integers. The tactic `exact_mod_cast` carries the equation between the two, and `linarith` does the rearrangement.

```lean
/-- A site of layer `j` and a site of layer `k` have the same projection exactly when each
coordinate difference is two thirds of `j - k`. -/
theorem proj_eq_iff {j k : ℤ} {v w : Fin 3 → ℤ} (hv : v ∈ layer j) (hw : w ∈ layer k) :
    proj111 (site v) = proj111 (site w) ↔ ∀ i, 3 * (v i - w i) = 2 * (j - k) := by
  have hv0 : v 0 + v 1 + v 2 = 2 * j := hv
  have hw0 : w 0 + w 1 + w 2 = 2 * k := hw
  have hv' : (v 0 : ℝ) + v 1 + v 2 = 2 * j := by exact_mod_cast hv0
  have hw' : (w 0 : ℝ) + w 1 + w 2 = 2 * k := by exact_mod_cast hw0
  constructor
  · intro h i
    have hi := congrFun h i
    simp only [proj111, site] at hi
    have h3 : (3 : ℝ) * ((v i : ℝ) - w i) = 2 * ((j : ℝ) - k) := by linarith
    exact_mod_cast h3
  · intro h
    ext i
    have hi : (3 : ℝ) * ((v i : ℝ) - w i) = 2 * ((j : ℝ) - k) := by exact_mod_cast h i
    simp only [proj111, site]
    linarith
```

The consequence for a shared point follows. The proof picks the two sites that project to it, applies the criterion to coordinate 0, and leaves to `omega`, a decision procedure for linear integer arithmetic, the step from \(3(v_0-w_0)=2(j-k)\) to \(3\mid j-k\).

```lean
/-- If the projections of layers `j` and `k` share a point, then 3 divides `j - k`. -/
theorem dvd_of_common_point {j k : ℤ} {x : Fin 3 → ℝ} (hj : x ∈ shadow j)
    (hk : x ∈ shadow k) : 3 ∣ j - k := by
  obtain ⟨v, hv, hvx⟩ := hj
  obtain ⟨w, hw, hwx⟩ := hk
  have h := (proj_eq_iff hv hw).1 (hvx.trans hwx.symm) 0
  omega
```

**Q.** And the shift by \(2m(1,1,1)\)?

**A.** It appears as `fun i => v i - 2 * m`. The proof checks that the shifted triple is in layer `k`, then uses the criterion in the reverse direction to see that the projection is unchanged.

```lean
/-- If 3 divides `j - k`, every projected site of layer `j` is a projected site of
layer `k`. -/
theorem shadow_subset {j k : ℤ} (h : 3 ∣ j - k) : shadow j ⊆ shadow k := by
  obtain ⟨m, hm⟩ := h
  rintro _ ⟨v, hv, rfl⟩
  have hv0 : v 0 + v 1 + v 2 = 2 * j := hv
  -- shift the site along [111] by a lattice vector
  have hw : (fun i => v i - 2 * m) ∈ layer k := by
    show v 0 - 2 * m + (v 1 - 2 * m) + (v 2 - 2 * m) = 2 * k
    linarith
  refine ⟨_, hw, ((proj_eq_iff hv hw).2 fun i => ?_).symm⟩
  show 3 * (v i - (v i - 2 * m)) = 2 * (j - k)
  rw [hm]
  ring
```

Now the main theorem. Left to right, it takes the site \((2j,0,0)\), whose projection lies in both sets if these are equal. Right to left, it uses the inclusion twice, once with `j` and `k` exchanged.

```lean
/-- Two (111) layers of fcc have the same orthogonal projection onto the plane
`x + y + z = 0` if and only if 3 divides the difference of their numbers. -/
theorem shadow_eq_iff (j k : ℤ) : shadow j = shadow k ↔ 3 ∣ j - k := by
  constructor
  · intro h
    have hmem : (![2 * j, 0, 0] : Fin 3 → ℤ) ∈ layer j := by simp [layer]
    have hx : proj111 (site ![2 * j, 0, 0]) ∈ shadow j := ⟨_, hmem, rfl⟩
    exact dvd_of_common_point hx (h ▸ hx)
  · intro h
    exact Set.Subset.antisymm (shadow_subset h) (shadow_subset (by omega))
```

**Q.** "Not equal" is weaker than what I know about stacking. Two projected layers could differ and still overlap in places.

**A.** They could for general point sets, so disjointness has its own theorem. If 3 divides the difference, the projection of \((2j,0,0)\) is a common point. If it does not, a common point would contradict `dvd_of_common_point`.

```lean
/-- The projections of two layers have no point in common if and only if 3 does not divide
the difference of their numbers. -/
theorem shadow_disjoint_iff (j k : ℤ) : Disjoint (shadow j) (shadow k) ↔ ¬ 3 ∣ j - k := by
  constructor
  · intro hd h
    have hmem : (![2 * j, 0, 0] : Fin 3 → ℤ) ∈ layer j := by simp [layer]
    have hx : proj111 (site ![2 * j, 0, 0]) ∈ shadow j := ⟨_, hmem, rfl⟩
    exact Set.disjoint_left.1 hd hx (shadow_subset h hx)
  · intro h
    exact Set.disjoint_left.2 fun _ hj hk => h (dvd_of_common_point hj hk)
```

**Q.** Where is ABC?

**A.** Here, for any starting layer `k`. The three disjointness claims involve the differences \(-1\), \(-1\) and \(-2\), and the final equality involves 3. `omega` settles all four.

```lean
/-- The ABC sequence: three successive layers have mutually disjoint projections, and the
fourth projects onto the same points as the first. -/
theorem abc_stacking (k : ℤ) :
    Disjoint (shadow k) (shadow (k + 1)) ∧ Disjoint (shadow (k + 1)) (shadow (k + 2)) ∧
      Disjoint (shadow k) (shadow (k + 2)) ∧ shadow (k + 3) = shadow k := by
  refine ⟨(shadow_disjoint_iff _ _).2 ?_, (shadow_disjoint_iff _ _).2 ?_,
    (shadow_disjoint_iff _ _).2 ?_, (shadow_eq_iff _ _).2 ?_⟩ <;> omega
```

The third claim, that layers \(k\) and \(k+2\) have disjoint projections, separates this sequence from the ABAB stacking of hcp, where those two layers would coincide in projection.

**Q.** Disjoint still doesn't mean close-packed. I expect each atom to sit over the hollow between three atoms of the adjacent layer.

**A.** Two theorems supply the hollow, formed by three atoms of the layer above; reversing all signs, \(v\mapsto -v\), gives the same for the layer below. The hollow alone does not mean close-packed either, since a simple cubic lattice has such hollows along [111] too. In fcc the three atoms are also nearest neighbours of one another: their displacements from \(v\), found below, differ by vectors such as \((0,1,-1)\), of squared length 2. The first theorem finds the neighbours. Let \(d=u-v\), where \(u\) is in layer \(k+1\) and at squared distance 2 from \(v\). Then

\[
d_0+d_1+d_2=2,\qquad d_0^2+d_1^2+d_2^2=2.
\]

No integer \(d_i\) can exceed 1, since its square would be at least 4. Three integers that are at most 1 and sum to 2 must be two ones and a zero. This leaves \((1,1,0)\), \((1,0,1)\) and \((0,1,1)\), and all three satisfy both equations. In the proof, `nlinarith` gives the upper bounds, `omega` lists the cases, and the remaining lines verify the converse.

```lean
/-- A site of layer `k` has exactly three neighbours at squared distance 2 in layer `k + 1`,
displaced by (1,1,0), (1,0,1) and (0,1,1). -/
theorem neighbours_in_next_layer {k : ℤ} {v : Fin 3 → ℤ} (hv : v ∈ layer k)
    (u : Fin 3 → ℤ) :
    (u ∈ layer (k + 1) ∧ (u 0 - v 0) ^ 2 + (u 1 - v 1) ^ 2 + (u 2 - v 2) ^ 2 = 2) ↔
      u = v + ![1, 1, 0] ∨ u = v + ![1, 0, 1] ∨ u = v + ![0, 1, 1] := by
  have hv0 : v 0 + v 1 + v 2 = 2 * k := hv
  constructor
  · rintro ⟨hu, hd⟩
    have hu0 : u 0 + u 1 + u 2 = 2 * (k + 1) := hu
    -- no coordinate can grow by more than one, while the sum grows by two
    have h0 : u 0 - v 0 ≤ 1 := by nlinarith [sq_nonneg (u 1 - v 1), sq_nonneg (u 2 - v 2)]
    have h1 : u 1 - v 1 ≤ 1 := by nlinarith [sq_nonneg (u 0 - v 0), sq_nonneg (u 2 - v 2)]
    have h2 : u 2 - v 2 ≤ 1 := by nlinarith [sq_nonneg (u 0 - v 0), sq_nonneg (u 1 - v 1)]
    have key : (u 0 = v 0 + 1 ∧ u 1 = v 1 + 1 ∧ u 2 = v 2 + 0) ∨
        (u 0 = v 0 + 1 ∧ u 1 = v 1 + 0 ∧ u 2 = v 2 + 1) ∨
        (u 0 = v 0 + 0 ∧ u 1 = v 1 + 1 ∧ u 2 = v 2 + 1) := by omega
    rcases key with ⟨a, b, c⟩ | ⟨a, b, c⟩ | ⟨a, b, c⟩
    · left; ext i; fin_cases i; exacts [a, b, c]
    · right; left; ext i; fin_cases i; exacts [a, b, c]
    · right; right; ext i; fin_cases i; exacts [a, b, c]
  · rintro (rfl | rfl | rfl)
    · constructor
      · show v 0 + 1 + (v 1 + 1) + (v 2 + 0) = 2 * (k + 1)
        linarith
      · show (v 0 + 1 - v 0) ^ 2 + (v 1 + 1 - v 1) ^ 2 + (v 2 + 0 - v 2) ^ 2 = 2
        ring
    · constructor
      · show v 0 + 1 + (v 1 + 0) + (v 2 + 1) = 2 * (k + 1)
        linarith
      · show (v 0 + 1 - v 0) ^ 2 + (v 1 + 0 - v 1) ^ 2 + (v 2 + 1 - v 2) ^ 2 = 2
        ring
    · constructor
      · show v 0 + 0 + (v 1 + 1) + (v 2 + 1) = 2 * (k + 1)
        linarith
      · show (v 0 + 0 - v 0) ^ 2 + (v 1 + 1 - v 1) ^ 2 + (v 2 + 1 - v 2) ^ 2 = 2
        ring
```

**Q.** Is squared distance 2 the nearest-neighbour distance?

**A.** Yes: a non-zero integer triple with even coordinate sum has an even, positive squared length, so at least 2. In terms of the cubic lattice constant \(a\), the distance is \(a/\sqrt2\).

The second theorem locates the hollow. The three displacements add up to \((2,2,2)\), so the average of the three neighbour positions is \(v+\tfrac23(1,1,1)\). The extra term points along [111] and vanishes under projection. The projection of \(v\) is therefore the centroid of the three projected neighbours. In the proof, `key` is the sum of the three positions, coordinate by coordinate, and the last `linarith` combines these sums with the projection formula.

```lean
/-- The projection of a site is the centroid of the projections of the three sites displaced
from it by (1,1,0), (1,0,1) and (0,1,1). -/
theorem hollow_site (v : Fin 3 → ℤ) :
    proj111 (site v) = (1 / 3 : ℝ) • (proj111 (site (v + ![1, 1, 0])) +
      proj111 (site (v + ![1, 0, 1])) + proj111 (site (v + ![0, 1, 1]))) := by
  -- the three displacements add up to (2,2,2), which is parallel to [111]
  have hz : ∀ i : Fin 3, (![1, 1, 0] : Fin 3 → ℤ) i + (![1, 0, 1] : Fin 3 → ℤ) i +
      (![0, 1, 1] : Fin 3 → ℤ) i = 2 := by decide
  have key : ∀ i, site (v + ![1, 1, 0]) i + site (v + ![1, 0, 1]) i +
      site (v + ![0, 1, 1]) i = 3 * site v i + 2 := by
    intro i
    have h : (((![1, 1, 0] : Fin 3 → ℤ) i : ℤ) : ℝ) + (((![1, 0, 1] : Fin 3 → ℤ) i : ℤ) : ℝ) +
        (((![0, 1, 1] : Fin 3 → ℤ) i : ℤ) : ℝ) = 2 := by exact_mod_cast hz i
    simp only [site, Pi.add_apply, Int.cast_add]
    linarith
  ext i
  simp only [proj111, Pi.smul_apply, Pi.add_apply, smul_eq_mul]
  linarith [key 0, key 1, key 2, key i]

end

end FccLayerSequence
```

```lean
#print axioms FccLayerSequence.shadow_eq_iff
-- 'FccLayerSequence.shadow_eq_iff' depends on axioms: [propext, Classical.choice, Quot.sound]
#print axioms FccLayerSequence.abc_stacking
-- 'FccLayerSequence.abc_stacking' depends on axioms: [propext, Classical.choice, Quot.sound]
#print axioms FccLayerSequence.neighbours_in_next_layer
-- 'FccLayerSequence.neighbours_in_next_layer' depends on axioms: [propext, Classical.choice, Quot.sound]
#print axioms FccLayerSequence.hollow_site
-- 'FccLayerSequence.hollow_site' depends on axioms: [propext, Classical.choice, Quot.sound]
```

**Q.** Suppose I had modelled it differently, as a stack of identical triangular nets, each labelled A, B or C. Isn't that what a crystallographer would write down?

**A.** It is a good model for another purpose. With a free choice of label for each layer, it accommodates hcp, stacking faults and twins, none of which are described here. But the period of three for fcc would then be put in by hand, as the label sequence ABCABC. Here the input is the cubic description of the lattice, and the period comes out of the arithmetic.

**Q.** So what may I not read into it?

**A.** Anything about energies or real surfaces. The layers are infinite, rigid and perfectly spaced, so relaxation, reconstruction and thermal motion are absent. The statement also concerns cells whose repeat vector is exactly along [111]. If you tilt the \(c\) vector so that it joins two lattice sites, a bulk cell can close after any positive number of layers: the vector \((1,1,0)\) already leads from \(L_0\) to \(L_1\). A slab with vacuum above it need not match top to bottom at all, so four layers are perfectly acceptable there.

**Q.** Then my rule about three, six or nine layers belongs to the untilted bulk cell.

**A.** Yes. There the translation along [111] must carry layer 0 onto layer \(n\), so the two have the same projection, and `shadow_eq_iff` requires \(n\) to be a multiple of three.
